# The weighted trace of an anticommutator as a sum over pairs of states

For a finite set of states, let ρ be the diagonal matrix with real weights p_m, and let A and c be any complex matrices. The lemma `anticommAvg_eq_sum` states that Tr(ρ{A, c†}) = Σ_{m,n} (p_m + p_n) A_{mn} c_{mn}*, where the star is complex conjugation. The weights need be neither non-negative nor normalised; if their sum is not zero, dividing by it gives the normalised average. The proof expands the trace into sums and compares the two orderings, A c† and c† A, term by term, after exchanging the state labels in the second.

The failing Lean file:

```lean
import Mathlib

open Matrix Filter Bornology Topology

namespace AnticommAvgEqSum

noncomputable section

variable {ι : Type*} [Fintype ι] [DecidableEq ι]

/-- The average `Tr(ρ {A, B})` of an anticommutator, where `ρ` is diagonal with weights `p n`. -/
def anticommAvg (p : ι → ℝ) (A B : Matrix ι ι ℂ) : ℂ :=
  Matrix.trace (Matrix.diagonal (fun n => (p n : ℂ)) * (A * B + B * A))

/-- The average of the anticommutator of `A` and `c†` is a sum over transitions with
weights `p m + p n`. -/
theorem anticommAvg_eq_sum (p : ι → ℝ) (A c : Matrix ι ι ℂ) :
    anticommAvg p A cᴴ = ∑ m, ∑ n, ((p m : ℂ) + p n) * A m n * star (c m n) := by
  simp only [anticommAvg, Matrix.trace, Matrix.diag_apply, Matrix.diagonal_mul,
    Matrix.add_apply, Matrix.mul_apply, Matrix.conjTranspose_apply, mul_add, add_mul,
    Finset.sum_add_distrib, Finset.mul_sum]
  congr 1
  · exact Finset.sum_congr rfl fun m _ => Finset.sum_congr rfl fun n _ => by ring
  · -- in the second ordering the two state labels trade places
    rw [Finset.sum_comm]
    exact Finset.sum_congr rfl fun m _ => Finset.sum_congr rfl fun n _ => by ring

end

end AnticommAvgEqSum
```

The error:

```
Try this:
  [apply] ring_nf
  
  The `ring` tactic failed to close the goal. Use `ring_nf` to obtain a normal form.
    
  Note that `ring` works primarily in *commutative* rings. If you have a noncommutative ring, abelian group or module, consider using `noncomm_ring`, `abel` or `module` instead.
Main.lean:23:74: error: unsolved goals
ι : Type u_1
inst✝¹ : Fintype ι
inst✝ : DecidableEq ι
p : ι → ℝ
A c : Matrix ι ι ℂ
m : ι
x✝¹ : m ∈ Finset.univ
n : ι
x✝ : n ∈ Finset.univ
⊢ ∑ x, diagonal (fun n => ↑(p n)) m n * A n x * star (c m x) = ↑(p m) * A m n * star (c m n)
Try this:
  [apply] ring_nf
  
  The `ring` tactic failed to close the goal. Use `ring_nf` to obtain a normal form.
    
  Note that `ring` works primarily in *commutative* rings. If you have a noncommutative ring, abelian group or module, consider using `noncomm_ring`, `abel` or `module` instead.
Main.lean:26:74: error: unsolved goals
ι : Type u_1
inst✝¹ : Fintype ι
inst✝ : DecidableEq ι
p : ι → ℝ
A c : Matrix ι ι ℂ
m : ι
x✝¹ : m ∈ Finset.univ
n : ι
x✝ : n ∈ Finset.univ
⊢ ∑ x, diagonal (fun n => ↑(p n)) n m * star (c x m) * A x n = ↑(p n) * A m n * star (c m n)
Main.lean:19:59: warning: This simp argument is unused:
  Matrix.diagonal_mul

Hint: Omit it from the simp argument list.
  [apply] simp only [anticommAvg, Matrix.trace, Matrix.diag_apply, Matrix.add_apply, Matrix.mul_apply,
    Matrix.conjTranspose_apply, mul_add, add_mul, Finset.sum_add_distrib, Finset.mul_sum]

Note: This linter can be disabled with `set_option linter.unusedSimpArgs false`
```

Lean accepts the file once it reads:

```diff
@@ -17,6 +17,6 @@
 theorem anticommAvg_eq_sum (p : ι → ℝ) (A c : Matrix ι ι ℂ) :
     anticommAvg p A cᴴ = ∑ m, ∑ n, ((p m : ℂ) + p n) * A m n * star (c m n) := by
-  simp only [anticommAvg, Matrix.trace, Matrix.diag_apply, Matrix.diagonal_mul,
-    Matrix.add_apply, Matrix.mul_apply, Matrix.conjTranspose_apply, mul_add, add_mul,
+  simp only [anticommAvg, Matrix.trace, Matrix.diag_apply, Matrix.diagonal_mul]
+  simp only [Matrix.add_apply, Matrix.mul_apply, Matrix.conjTranspose_apply, mul_add, add_mul,
     Finset.sum_add_distrib, Finset.mul_sum]
   congr 1
```

Both errors say that `ring` could not close a termwise goal. In each, an entry of `diagonal` remains inside a sum over a further index `x`. For `m ≠ n` that entry is zero, so the left side vanishes while the right side in general does not: the terms no longer correspond, and no algebra could close these goals in general.

The cause is the first `simp only`, which had both `Matrix.diagonal_mul` and the general `Matrix.mul_apply` at hand. The product with the diagonal matrix was expanded by the general rule, as a sum over an intermediate state, and the warning confirms that `Matrix.diagonal_mul` was never used.

The repair splits the call in two. The first call has `Matrix.diagonal_mul` but neither `Matrix.mul_apply` nor `mul_add`, so it turns each diagonal entry of the whole product into the weight `p m` times an entry of the anticommutator. The second then expands the remaining products and sums. Each ordering is now a double sum whose terms match those on the right, after `Finset.sum_comm` in the second case, and the existing `ring` calls succeed.
